# For nonnegative coupling, each partial sum of the scalar ring-CCD series is at most one amplitude-iteration step from the one before

In a ring-CCD model with a single real amplitude, minus the amplitude is expanded in a reduced coupling x, and the n-th term is the n-th Catalan number times x^(2n+1). The lemma says that for x ≥ 0, if S is the sum of the first N terms, then the sum of the first N + 1 terms is at most x(1 + S²). Both sums are finite, and nothing is claimed about convergence. The proof uses the Catalan recurrence to write the terms after the first as x times a sum of products over index pairs (i, j) with i + j < N. These pairs all lie in the square i, j < N that gives S², and since no product is negative, the smaller set has the smaller sum.

Lean 4 with Mathlib refuses this proof:

```lean
import Mathlib

open Finset.HasAntidiagonal (antidiagonal mem_antidiagonal)

namespace PartialSumSuccLe

noncomputable section

/-- The contribution of order `2n+1` in the reduced coupling `x` to minus the ring-CCD
amplitude: the `n`-th Catalan number times `x^(2n+1)`. -/
def ringTerm (x : ℝ) (n : ℕ) : ℝ := (catalan n : ℝ) * x ^ (2 * n + 1)

/-- Each term of the ring series after the first, with index `n + 1`, is `x` times the sum of the
products of two terms whose indices add up to `n`. -/
theorem ringTerm_succ (x : ℝ) (n : ℕ) :
    ringTerm x (n + 1) =
      x * ∑ p ∈ antidiagonal n, ringTerm x p.1 * ringTerm x p.2 := by
  unfold ringTerm
  rw [catalan_succ', Nat.cast_sum, Finset.sum_mul, Finset.mul_sum]
  refine Finset.sum_congr rfl fun p hp => ?_
  have h : p.1 + p.2 = n := mem_antidiagonal.mp hp
  rw [← h]
  push_cast
  ring

/-- For nonnegative coupling, adding one more order to the truncated series gives at most
one step `S ↦ x (1 + S²)` of the amplitude iteration. -/
theorem partialSum_succ_le {x : ℝ} (hx : 0 ≤ x) (N : ℕ) :
    ∑ n ∈ Finset.range (N + 1), ringTerm x n ≤
      x * (1 + (∑ n ∈ Finset.range N, ringTerm x n) ^ 2) := by
  have h0 : ringTerm x 0 = x := by simp [ringTerm]
  have hpos : ∀ n, 0 ≤ ringTerm x n := fun n => by unfold ringTerm; positivity
  have hdisj : Set.PairwiseDisjoint (↑(Finset.range N) : Set ℕ)
      (fun n => Finset.antidiagonal n) := by
    intro m _ n _ hmn
    rw [Function.onFun, Finset.disjoint_left]
    intro p hp hq
    exact hmn ((Finset.mem_antidiagonal.mp hp).symm.trans (Finset.mem_antidiagonal.mp hq))
  -- the triangle of pairs with i + j < N lies in the square i, j < N
  have key : ∑ n ∈ Finset.range N, ∑ p ∈ Finset.antidiagonal n,
      ringTerm x p.1 * ringTerm x p.2 ≤ (∑ n ∈ Finset.range N, ringTerm x n) ^ 2 := by
    rw [← Finset.sum_biUnion hdisj, sq, Finset.sum_mul_sum, ← Finset.sum_product']
    apply Finset.sum_le_sum_of_subset_of_nonneg
    · intro p hp
      simp only [Finset.mem_biUnion, Finset.mem_range, Finset.mem_antidiagonal] at hp
      obtain ⟨n, hn, h⟩ := hp
      simp only [Finset.mem_product, Finset.mem_range]
      constructor <;> omega
    · intro p _ _
      exact mul_nonneg (hpos _) (hpos _)
  rw [Finset.sum_range_succ', h0]
  simp only [ringTerm_succ]
  rw [← Finset.mul_sum]
  nlinarith [mul_le_mul_of_nonneg_left key hx]

end

end PartialSumSuccLe
```

Lean reports:

```
Main.lean:34:36: error: Application type mismatch: The argument
  n
has type
  ℕ
of sort `Type` but is expected to have type
  Set.IsPWO ?m.71
of sort `Prop` in the application
  Finset.antidiagonal n
Main.lean:33:15: error(lean.synthInstanceFailed): failed to synthesize instance of type class
  PartialOrder (Set.IsPWO ?m.75 → ?m.73 → Finset (?m.73 × ?m.73))

Hint: Type class instance resolution failures can be inspected with the `set_option trace.Meta.synthInstance true` command.
Main.lean:35:10: error: Tactic `introN` failed: There are no additional binders or `let` bindings in the goal to introduce

x : ℝ
hx : 0 ≤ x
N : ℕ
h0 : ringTerm x 0 = x
hpos : ∀ (n : ℕ), 0 ≤ ringTerm x n
⊢ sorry
Main.lean:40:61: error: Application type mismatch: The argument
  n
has type
  ℕ
of sort `Type` but is expected to have type
  Set.IsPWO ?m.96
of sort `Prop` in the application
  Finset.antidiagonal n
Main.lean:41:17: error: Invalid projection: Type of
  p
is not known; cannot resolve projection `1`
Main.lean:41:34: error: Invalid projection: Type of
  p
is not known; cannot resolve projection `2`
Main.lean:30:60: error: unsolved goals
x : ℝ
hx : 0 ≤ x
N : ℕ
h0 : ringTerm x 0 = x
hpos : ∀ (n : ℕ), 0 ≤ ringTerm x n
hdisj : sorry
⊢ ∑ n ∈ Finset.range (N + 1), ringTerm x n ≤ x * (1 + (∑ n ∈ Finset.range N, ringTerm x n) ^ 2)
```

Lean accepts the file once it reads:

```diff
@@ -32,16 +32,16 @@
   have hpos : ∀ n, 0 ≤ ringTerm x n := fun n => by unfold ringTerm; positivity
   have hdisj : Set.PairwiseDisjoint (↑(Finset.range N) : Set ℕ)
-      (fun n => Finset.antidiagonal n) := by
+      (fun n => antidiagonal n) := by
     intro m _ n _ hmn
     rw [Function.onFun, Finset.disjoint_left]
     intro p hp hq
-    exact hmn ((Finset.mem_antidiagonal.mp hp).symm.trans (Finset.mem_antidiagonal.mp hq))
+    exact hmn ((mem_antidiagonal.mp hp).symm.trans (mem_antidiagonal.mp hq))
   -- the triangle of pairs with i + j < N lies in the square i, j < N
-  have key : ∑ n ∈ Finset.range N, ∑ p ∈ Finset.antidiagonal n,
+  have key : ∑ n ∈ Finset.range N, ∑ p ∈ antidiagonal n,
       ringTerm x p.1 * ringTerm x p.2 ≤ (∑ n ∈ Finset.range N, ringTerm x n) ^ 2 := by
     rw [← Finset.sum_biUnion hdisj, sq, Finset.sum_mul_sum, ← Finset.sum_product']
     apply Finset.sum_le_sum_of_subset_of_nonneg
     · intro p hp
-      simp only [Finset.mem_biUnion, Finset.mem_range, Finset.mem_antidiagonal] at hp
+      simp only [Finset.mem_biUnion, Finset.mem_range, mem_antidiagonal] at hp
       obtain ⟨n, hn, h⟩ := hp
       simp only [Finset.mem_product, Finset.mem_range]
```

What went wrong. The full name `Finset.antidiagonal` refers here to a different function from the one the proof needs. It expects a proof of `Set.IsPWO` as its first argument, so Lean rejects the number `n`. The intended function, which gives the pairs of naturals with sum `n`, is `Finset.HasAntidiagonal.antidiagonal`, and the `open` line at the top makes it available as plain `antidiagonal`.

The other errors follow from this. The missing `PartialOrder` instance is sought on the type of the wrong function after one argument. The statement of `hdisj` becomes `sorry`, so `intro` finds nothing to introduce. In `key`, the type of `p` is unknown, so `p.1` and `p.2` fail, and the main goal is left unsolved.

Writing `antidiagonal` in both statements cures these errors. The diff also replaces `Finset.mem_antidiagonal` with the opened `mem_antidiagonal`, which is the membership lemma for the intended function. No message concerns those uses, because Lean stopped before reaching them.
